# Normalisation, mean projections and variance of the binomial weights of a stretched angular-momentum state

A table of coupling coefficients can be normalised and still wrong. Couple $j_1=1$ and $j_2=\tfrac12$ to $J=\tfrac32$, $M=\tfrac12$: the squared coefficients are $\tfrac13$ on $m_1=1$ and $\tfrac23$ on $m_1=0$. A routine that swaps them passes a norm check but returns $\langle m_1\rangle=\tfrac23$ instead of $\tfrac13$. Closed-form moments for the stretched coupling $J=j_1+j_2$ catch this.

## The sum rules

Take naturals $a=2j_1$, $b=2j_2$, $N=a+b=2J$ and $n\le N$, with $M=N/2-n$. The state $|J,M\rangle$ has components on product states with $m_1=a/2-k$, $m_2=b/2-l$ and $k+l=n$. The weights are postulated as

$$w_k=\binom ak\binom b{n-k}\Big/\binom Nn,\qquad k=0,\dots,n.$$

They stand for the probability that, in the symmetric state of $N$ spin-½ constituents with $n$ lowered, $k$ of the lowered ones lie among the first $a$. With $\langle\cdot\rangle$ the $w$-weighted sum,

$$\sum_k w_k=1,\qquad N\langle m_1\rangle=aM,\qquad N\langle m_2\rangle=bM,$$

so $\langle m_1\rangle=aM/N$ for $N>0$, and for $N\ge2$

$$\Big\langle\big(m_1-\tfrac aN M\big)^2\Big\rangle=\frac{ab\,n(N-n)}{N^2(N-1)}.$$

## Use in a coupling routine

For the stretched multiplet, with $w_k$ read as the squared coupling coefficient, these moments give the diagonal matrix elements of $J_{1z}$, $J_{2z}$ and $J_{1z}^2$, the $z$ components of the two momenta ($\hbar=1$). In the example $a=2$, $b=1$, $n=1$ they give $\langle m_1\rangle=\tfrac13$, $\langle m_2\rangle=\tfrac16$ and variance $\tfrac29$. For a p electron with spin factor 2, the first-order Zeeman element in the state $J=\tfrac32$, $M=\tfrac12$, in units of the Bohr magneton times the field strength, is $\langle m_1+2m_2\rangle=\tfrac23=\tfrac43M$.

To test a table for $N\ge2$, store the doubled integers $a,b$, loop over $k$, sum the tabulated squared coefficients times $1$, $m_1$ and $m_1^2$, and compare the three sums with $1$, $aM/N$ and the variance above plus $(aM/N)^2$. If $w_k$ itself is evaluated, terms with $k>a$ or $n-k>b$ vanish because a binomial does, but a factorial or log-gamma implementation meets a negative factorial argument or a pole there, which is avoided by restricting the loop to $\max(0,n-b)\le k\le\min(a,n)$.

## Moments by absorbing a factor $k$

At fixed $b$ let $S_r(a,n)=\sum_{k+l=n}\binom ak\binom bl k^r$. The coefficient of $x^n$ in $(1+x)^a(1+x)^b=(1+x)^{a+b}$ gives Vandermonde's convolution $S_0(a,n)=\binom{a+b}n$, hence $\sum_k w_k=1$.

The identity $(a+1)\binom ak=(k+1)\binom{a+1}{k+1}$, applied after dropping the vanishing $k=0$ term and shifting $k\to k+1$, gives for any function $f$

$$\sum_{k+l=n+1}\binom{a+1}k\binom bl\,k f(k)=(a+1)\sum_{k+l=n}\binom ak\binom bl f(k+1).$$

With $f=1$, $S_1(a+1,n+1)=(a+1)\binom{a+b}n$. Multiply by $a+b+1$ and use $(a+b+1)\binom{a+b}n=(n+1)\binom{a+b+1}{n+1}$. Renaming $a+1\to a$, $n+1\to n$,

$$N S_1(a,n)=an\binom Nn .$$

With $f(k)=k$, $S_2(a+1,n+1)=(a+1)[S_1(a,n)+S_0(a,n)]$. Multiplying by $(a+b+1)(a+b)$ turns the right side into $(a+1)(a+b+1)(an+a+b)\binom{a+b}n=(a+1)(n+1)(an+a+b)\binom{a+b+1}{n+1}$, and after renaming

$$N(N-1)S_2(a,n)=an\,[(a-1)(n-1)+N-1]\binom Nn .$$

For $a=0$ or $n=0$ both sides of both formulas vanish. Dividing by $\binom Nn\neq0$ gives $N\langle k\rangle=an$, so $N\langle m_1\rangle=aN/2-an=aM$. Since $m_2=b/2-n+k$, $N\langle m_2\rangle=bN/2-Nn+an=bM$. The deviation $m_1-aM/N$ equals $an/N-k$, so its mean square is

$$\langle k^2\rangle-\frac{a^2n^2}{N^2}=\frac{an\,[N(N-a-n)+an]}{N^2(N-1)}=\frac{an(N-a)(N-n)}{N^2(N-1)},$$

and $N-a=b$.

## The Lean file

```lean
import Mathlib

open Finset

namespace StretchedStateCoupling

noncomputable section

/-- Number of ways to lower `k` of `a` and `l` of `b` spin-1/2 constituents. -/
def paths (a b k l : ℕ) : ℝ := (a.choose k : ℝ) * (b.choose l : ℝ)

/-- Binomial weight `C(a,k) C(b,l) / C(a+b,k+l)` attached to the pair of projections `m₁ = a/2 - k`
and `m₂ = b/2 - l`. -/
def weight (a b k l : ℕ) : ℝ := paths a b k l / ((a + b).choose (k + l) : ℝ)

/-- Projection `m = a/2 - k` of an angular momentum `a/2` lowered `k` times. -/
def proj (a k : ℕ) : ℝ := (a : ℝ) / 2 - k

/-- Weighted sum of a quantity `f k l` over the product states with `k + l = n`. -/
def expect (a b n : ℕ) (f : ℕ → ℕ → ℝ) : ℝ :=
  ∑ p ∈ antidiagonal n, weight a b p.1 p.2 * f p.1 p.2

/-- Vandermonde convolution: the counts with `k + l = n` add up to `C(a+b, n)`. -/
theorem vandermonde (a b n : ℕ) :
    ∑ p ∈ antidiagonal n, paths a b p.1 p.2 = ((a + b).choose n : ℝ) := by
  rw [Nat.add_choose_eq]
  simp [paths]

/-- A factor `k` under the sum is traded for `a + 1 → a`, `n + 1 → n`, `f k → f (k + 1)` and a
prefactor `a + 1`. -/
theorem absorb (a b n : ℕ) (f : ℕ → ℝ) :
    ∑ p ∈ antidiagonal (n + 1), paths (a + 1) b p.1 p.2 * ((p.1 : ℝ) * f p.1)
      = ((a : ℝ) + 1) * ∑ p ∈ antidiagonal n, paths a b p.1 p.2 * f (p.1 + 1) := by
  rw [Finset.Nat.sum_antidiagonal_succ, mul_sum]
  simp only [Nat.cast_zero, zero_mul, mul_zero, zero_add]
  refine sum_congr rfl fun p _ => ?_
  -- (a+1) C(a,k) = C(a+1,k+1) (k+1)
  have h : ((a : ℝ) + 1) * (a.choose p.1 : ℝ)
      = ((a + 1).choose (p.1 + 1) : ℝ) * ((p.1 : ℝ) + 1) := by
    exact_mod_cast Nat.add_one_mul_choose_eq a p.1
  simp only [paths]
  push_cast
  linear_combination (-(b.choose p.2 : ℝ) * f (p.1 + 1)) * h

/-- First moment of the number `k` of lowerings in the first system, before normalisation. -/
theorem first_moment (a b n : ℕ) :
    ((a : ℝ) + b) * ∑ p ∈ antidiagonal n, paths a b p.1 p.2 * (p.1 : ℝ)
      = a * n * ((a + b).choose n : ℝ) := by
  rcases a with _ | a
  · have h : ∀ p : ℕ × ℕ, paths 0 b p.1 p.2 * (p.1 : ℝ) = 0 := by
      rintro ⟨_ | k, l⟩ <;> simp [paths]
    simp [h]
  rcases n with _ | n
  · simp
  have h1 := absorb a b n (fun _ => 1)
  simp only [mul_one] at h1
  rw [vandermonde] at h1
  have h2 : ((a : ℝ) + b + 1) * ((a + b).choose n : ℝ)
      = ((a + b + 1).choose (n + 1) : ℝ) * ((n : ℝ) + 1) := by
    exact_mod_cast Nat.add_one_mul_choose_eq (a + b) n
  have e : a + 1 + b = a + b + 1 := by ring
  rw [h1, e]
  push_cast
  linear_combination ((a : ℝ) + 1) * h2

/-- Second moment of the number `k` of lowerings in the first system, before normalisation. -/
theorem second_moment (a b n : ℕ) :
    ((a : ℝ) + b) * ((a : ℝ) + b - 1)
        * ∑ p ∈ antidiagonal n, paths a b p.1 p.2 * ((p.1 : ℝ) * p.1)
      = a * n * (((a : ℝ) - 1) * ((n : ℝ) - 1) + ((a : ℝ) + b - 1))
        * ((a + b).choose n : ℝ) := by
  rcases a with _ | a
  · have h : ∀ p : ℕ × ℕ, paths 0 b p.1 p.2 * ((p.1 : ℝ) * p.1) = 0 := by
      rintro ⟨_ | k, l⟩ <;> simp [paths]
    simp only [h]
    simp
  rcases n with _ | n
  · simp
  -- one absorption reduces the second moment to the first and zeroth ones
  have h1 := absorb a b n (fun k => (k : ℝ))
  simp only [Nat.cast_add, Nat.cast_one, mul_add, mul_one, sum_add_distrib] at h1
  have h0 := vandermonde a b n
  have h3 := first_moment a b n
  have h2 : ((a : ℝ) + b + 1) * ((a + b).choose n : ℝ)
      = ((a + b + 1).choose (n + 1) : ℝ) * ((n : ℝ) + 1) := by
    exact_mod_cast Nat.add_one_mul_choose_eq (a + b) n
  have e : a + 1 + b = a + b + 1 := by ring
  rw [h1, e]
  push_cast
  linear_combination ((a : ℝ) + b + 1) * ((a : ℝ) + 1) * h3
    + ((a : ℝ) + b + 1) * ((a : ℝ) + b) * ((a : ℝ) + 1) * h0
    + ((a : ℝ) + 1) * ((a : ℝ) * n + a + b) * h2

/-- The common denominator `C(a+b, n)` of the weights comes out of the weighted sum. -/
theorem expect_eq (a b n : ℕ) (f : ℕ → ℕ → ℝ) :
    expect a b n f
      = (∑ p ∈ antidiagonal n, paths a b p.1 p.2 * f p.1 p.2) / ((a + b).choose n : ℝ) := by
  rw [expect, sum_div]
  refine sum_congr rfl fun p hp => ?_
  rw [weight, mem_antidiagonal.mp hp]
  ring

/-- For `n ≤ a + b` the weights with `k + l = n` sum to one. -/
theorem expect_one {a b n : ℕ} (hn : n ≤ a + b) : expect a b n (fun _ _ => 1) = 1 := by
  have hC : ((a + b).choose n : ℝ) ≠ 0 := by exact_mod_cast (Nat.choose_pos hn).ne'
  rw [expect_eq]
  simp only [mul_one]
  rw [vandermonde, div_self hC]

/-- For `n ≤ a + b` the mean projections satisfy `(a+b) ⟨m₁⟩ = a M` and `(a+b) ⟨m₂⟩ = b M` with `M =
(a+b)/2 - n`. -/
theorem mean_proj {a b n : ℕ} (hn : n ≤ a + b) :
    ((a : ℝ) + b) * expect a b n (fun k _ => proj a k) = a * proj (a + b) n ∧
    ((a : ℝ) + b) * expect a b n (fun _ l => proj b l) = b * proj (a + b) n := by
  have hC : ((a + b).choose n : ℝ) ≠ 0 := by exact_mod_cast (Nat.choose_pos hn).ne'
  have h := first_moment a b n
  have h1 : ∑ p ∈ antidiagonal n, paths a b p.1 p.2 * proj a p.1
      = (a : ℝ) / 2 * ((a + b).choose n : ℝ)
        - ∑ p ∈ antidiagonal n, paths a b p.1 p.2 * (p.1 : ℝ) := by
    rw [← vandermonde, mul_sum, ← sum_sub_distrib]
    exact sum_congr rfl fun p _ => by rw [proj]; ring
  have h2 : ∑ p ∈ antidiagonal n, paths a b p.1 p.2 * proj b p.2
      = ((b : ℝ) / 2 - n) * ((a + b).choose n : ℝ)
        + ∑ p ∈ antidiagonal n, paths a b p.1 p.2 * (p.1 : ℝ) := by
    rw [← vandermonde, mul_sum, ← sum_add_distrib]
    refine sum_congr rfl fun p hp => ?_
    -- conservation of the projection: k + l = n
    have hl : (p.1 : ℝ) + p.2 = n := by exact_mod_cast mem_antidiagonal.mp hp
    rw [proj]
    linear_combination (-paths a b p.1 p.2) * hl
  constructor
  · rw [expect_eq, h1, ← mul_div_assoc, div_eq_iff hC, proj, Nat.cast_add]
    linear_combination -h
  · rw [expect_eq, h2, ← mul_div_assoc, div_eq_iff hC, proj, Nat.cast_add]
    linear_combination h

/-- For `n ≤ a + b` and `a + b > 0` the weights `w_k`, `k = 0..n`, sum to one and give the mean
`∑ w_k (a/2 - k) = a/(a+b) * ((a+b)/2 - n)`. -/
theorem stretched_state_sum_rules {a b n : ℕ} (hn : n ≤ a + b) (hab : 0 < a + b) :
    ∑ k ∈ range (n + 1), weight a b k (n - k) = 1 ∧
    ∑ k ∈ range (n + 1), weight a b k (n - k) * ((a : ℝ) / 2 - k)
      = (a : ℝ) / (a + b) * (((a : ℝ) + b) / 2 - n) := by
  have hN : (a : ℝ) + b ≠ 0 := by exact_mod_cast hab.ne'
  have h1 := expect_one hn
  have h2 := (mean_proj hn).1
  rw [expect, Finset.Nat.sum_antidiagonal_eq_sum_range_succ_mk] at h1 h2
  simp only [mul_one, proj, Nat.cast_add, Nat.succ_eq_add_one] at h1 h2
  refine ⟨h1, ?_⟩
  rw [div_mul_eq_mul_div, eq_div_iff hN]
  linear_combination h2

/-- For `n ≤ a + b`, `a + b ≥ 2` and `M = (a+b)/2 - n`, the mean square deviation of `m₁` from
`a/(a+b) * M` is `a b n (a+b-n) / ((a+b)² (a+b-1))`. -/
theorem variance_proj {a b n : ℕ} (hn : n ≤ a + b) (hab : 2 ≤ a + b) :
    expect a b n (fun k _ => (proj a k - (a : ℝ) / (a + b) * proj (a + b) n) ^ 2)
      = a * b * n * ((a : ℝ) + b - n) / (((a : ℝ) + b) ^ 2 * ((a : ℝ) + b - 1)) := by
  have hC : ((a + b).choose n : ℝ) ≠ 0 := by exact_mod_cast (Nat.choose_pos hn).ne'
  have h2 : (2 : ℝ) ≤ (a : ℝ) + b := by exact_mod_cast hab
  have hN : (a : ℝ) + b ≠ 0 := by linarith
  have hN1 : (a : ℝ) + b - 1 ≠ 0 := by linarith
  -- the deviation is a n/(a+b) - k
  have hd : ∀ k : ℕ, proj a k - (a : ℝ) / (a + b) * proj (a + b) n
      = (a : ℝ) * n / (a + b) - k := by
    intro k
    simp only [proj, Nat.cast_add]
    field_simp
    ring
  have hs : ∀ d : ℝ, ∑ p ∈ antidiagonal n, paths a b p.1 p.2 * (d - p.1) ^ 2
      = d ^ 2 * ((a + b).choose n : ℝ)
        - 2 * d * ∑ p ∈ antidiagonal n, paths a b p.1 p.2 * (p.1 : ℝ)
        + ∑ p ∈ antidiagonal n, paths a b p.1 p.2 * ((p.1 : ℝ) * p.1) := by
    intro d
    rw [← vandermonde, mul_sum, mul_sum, ← sum_sub_distrib, ← sum_add_distrib]
    exact sum_congr rfl fun p _ => by ring
  have m1 := eq_div_of_mul_eq hN ((mul_comm _ _).trans (first_moment a b n))
  have m2 := eq_div_of_mul_eq (mul_ne_zero hN hN1)
    ((mul_comm _ _).trans (second_moment a b n))
  rw [expect_eq]
  simp only [hd]
  rw [hs, m1, m2]
  field_simp
  ring

end

end StretchedStateCoupling
```

```lean
#print axioms StretchedStateCoupling.stretched_state_sum_rules
-- 'StretchedStateCoupling.stretched_state_sum_rules' depends on axioms: [propext, Classical.choice, Quot.sound]
#print axioms StretchedStateCoupling.variance_proj
-- 'StretchedStateCoupling.variance_proj' depends on axioms: [propext, Classical.choice, Quot.sound]
```

## Definitions and theorems in words

`paths a b k l` is the unnormalised product $\binom ak\binom bl$, and `weight a b k l` divides it by $\binom{a+b}{k+l}$. `proj a k` is $a/2-k$, so `proj (a + b) n` is $M$. `expect a b n f` is $\langle f\rangle$, summed over `antidiagonal n`, the pairs with $k+l=n$; this builds in $m_1+m_2=M$.

`expect_one` is the normalisation and `mean_proj` the two multiplied-out means, under `hn : n ≤ a + b`, that is $M\ge-J$. The hypothesis matters: for $n>N$ the denominator is zero, Lean's division returns $0$, and the weights sum to $0$. `stretched_state_sum_rules` adds `0 < a + b` and restates normalisation and $\langle m_1\rangle$ over `range (n + 1)` with $l=n-k$. `variance_proj` assumes `2 ≤ a + b`, since it divides by $N-1$.

The cast in `(a : ℝ) / 2 - k` is essential. In natural-number arithmetic $a/2$ rounds down for half-integer $j_1$ and the subtraction stops at zero, which destroys every negative $m_1$; integer division in compiled code produces the same rounding.

## How the tactics follow the algebra

`vandermonde` casts `Nat.add_choose_eq` to the reals. `absorb` splits off $k=0$ with `Finset.Nat.sum_antidiagonal_succ` and applies `Nat.add_one_mul_choose_eq` termwise. `first_moment` and `second_moment` dispose of $a=0$ and $n=0$, call `absorb` with $f=1$ or $f(k)=k$, and close with `linear_combination`. In the second, the multiples of `h3`, `h0` and `h2` insert $S_1$, $S_0$ and the binomial identity at $a+b$. `expect_eq` pulls out the common denominator. In `mean_proj`, `h1` and `h2` rewrite both sums through $S_0$ and $S_1$. In `variance_proj`, `hd` is the deviation $an/N-k$, `hs` expands the square, and `m1`, `m2` insert the two moments.

## Limits for a code

The theorems are exact statements about binomial weights, for all $a,b,n$ within the hypotheses. No operators or state vectors appear: that $w_k$ is the squared Clebsch–Gordan coefficient is postulated outside the file, and the operator and Zeeman readings above rest on that identification without a theorem in the file behind them. Of the orthogonality relations, only the diagonal one at $J=j_1+j_2$ is obtained. Signs, overlaps between different $J$ and multiplets with $J<j_1+j_2$ are not treated. Matching three moments is necessary for a correct table but need not fix every entry, and real arithmetic says nothing about rounding or overflow of large binomials.
